# The permutations of a regular tetrahedron's four vertices correspond one-to-one to the operations of Td

Suppose you classify the orbitals of a tetrahedral molecule by relabelling its four identical outer atoms, and then apply the outcome to vectors in space. If relabellings and spatial operations multiplied differently, a symmetry projector built from one need not be a projector for the other. If some relabelling had no spatial operation behind it, you would be imposing a symmetry that the molecule lacks. For an ideal, rigid tetrahedron neither happens: the map R defined below matches the permutation group S4 with Td, product for product and with nothing left over.

## Vertices, matrices and the point group

```lean
import Mathlib

open Matrix

namespace TetrahedralGroup

noncomputable section

/-- The four vertices `(1,1,1)`, `(1,-1,-1)`, `(-1,1,-1)`, `(-1,-1,1)` of a regular
tetrahedron centred at the origin. -/
def vertex : Fin 4 → Fin 3 → ℝ :=
  ![![1, 1, 1], ![1, -1, -1], ![-1, 1, -1], ![-1, -1, 1]]
```

`Fin 4` is the set of labels 0, 1, 2, 3, and `Fin 3` is the set of coordinate indices 0, 1, 2. So `vertex` takes a label i and returns a real vector v_i:

v_0 = (1, 1, 1), v_1 = (1, −1, −1), v_2 = (−1, 1, −1), v_3 = (−1, −1, 1).

The centre of the tetrahedron is the origin. The vectors have length √3; the unit bond directions are v_i/√3.

```lean
/-- The matrix `R(p) = (1/4) ∑ i, v_{p(i)} v_iᵀ` attached to a permutation `p` of the
four vertex labels. -/
def R (p : Equiv.Perm (Fin 4)) : Matrix (Fin 3) (Fin 3) ℝ :=
  (1 / 4 : ℝ) • ∑ i, vecMulVec (vertex (p i)) (vertex i)
```

`Equiv.Perm (Fin 4)` is S4, and `vecMulVec a b` is the outer product a bᵀ. The definition reads

R(p) = (1/4) Σ_i v_{p(i)} v_iᵀ.

```lean
/-- The point group Td: all orthogonal matrices that carry every vertex of the
tetrahedron to a vertex. -/
def Td : Set (Matrix.orthogonalGroup (Fin 3) ℝ) :=
  {A | ∀ i, ∃ j, A.1 *ᵥ vertex i = vertex j}
```

An element A of `Matrix.orthogonalGroup (Fin 3) ℝ` is a matrix together with a proof that it is orthogonal; `A.1` is the matrix alone. The symbol `*ᵥ` multiplies a matrix by a vector. Td is the set of orthogonal matrices for which every i has some j with A v_i = v_j. This definition mentions neither R nor permutations, so the later equality between Td and the image of R has real content.

## From permutations to orthogonal matrices

```lean
/-- The scalar product of two vertices is 3 if they coincide and -1 otherwise. -/
theorem vertex_inner (i j : Fin 4) :
    vertex i ⬝ᵥ vertex j = if i = j then 3 else -1 := by
  fin_cases i <;> fin_cases j <;>
    simp [vertex, dotProduct, Fin.sum_univ_three] <;> norm_num
```

The symbol `⬝ᵥ` is the scalar product. Each vertex gives 1 + 1 + 1 = 3 with itself. Two different vertices agree in one coordinate and differ in sign in the other two, which gives 1 − 1 − 1 = −1. Lean runs through all sixteen pairs with `fin_cases` and does the arithmetic. For unit bond directions the values are 1 and −1/3.

```lean
/-- A linear map of space is determined by what it does to the four vertices. -/
theorem ext_of_vertices {A B : Matrix (Fin 3) (Fin 3) ℝ}
    (h : ∀ i, A *ᵥ vertex i = B *ᵥ vertex i) : A = B := by
  ext a b
  have h0 := congrFun (h 0) a
  have h1 := congrFun (h 1) a
  have h2 := congrFun (h 2) a
  have h3 := congrFun (h 3) a
  simp [vertex, Matrix.mulVec, dotProduct, Fin.sum_univ_three] at h0 h1 h2 h3
  have e0 : A a 0 = B a 0 := by linarith
  have e1 : A a 1 = B a 1 := by linarith
  have e2 : A a 2 = B a 2 := by linarith
  fin_cases b
  exacts [e0, e1, e2]
```

If A and B act alike on the four vertices, they are equal. Let (x, y, z) be a row of A − B. The hypothesis says

x + y + z = 0, x − y − z = 0, −x + y − z = 0, −x − y + z = 0.

Adding the first equation to each of the others gives 2x = 0, 2y = 0 and 2z = 0. In the proof, `h0` to `h3` are these four equations for row `a`, and `linarith` solves them. Most of the later matrix identities are proved by checking vertices in this way.

```lean
/-- The matrix `R(p)` moves the vertices as `p` moves their labels:
`R(p) v_j = v_{p(j)}`. -/
theorem R_mulVec (p : Equiv.Perm (Fin 4)) (j : Fin 4) :
    R p *ᵥ vertex j = vertex (p j) := by
  ext a
  -- the vertices sum to zero, in any order
  have h0 : ∑ i, vertex i a = 0 := by
    fin_cases a <;> simp [vertex, Fin.sum_univ_four]
  have hs : ∑ i, vertex (p i) a = 0 :=
    (Equiv.sum_comp p (fun i => vertex i a)).trans h0
  have hR : (R p *ᵥ vertex j) a
      = 1 / 4 * ∑ i, vertex (p i) a * (vertex i ⬝ᵥ vertex j) := by
    simp only [R, Matrix.mulVec, dotProduct, Matrix.smul_apply, Matrix.add_apply,
      Matrix.vecMulVec_apply, Fin.sum_univ_three, Fin.sum_univ_four, smul_eq_mul]
    ring
  have each : ∀ i, vertex (p i) a * (if i = j then (3 : ℝ) else -1)
      = (if i = j then 4 * vertex (p i) a else 0) - vertex (p i) a := by
    intro i
    split_ifs <;> ring
  rw [hR]
  simp only [vertex_inner, each, Finset.sum_sub_distrib, hs, Finset.sum_ite_eq',
    Finset.mem_univ, if_true]
  ring
```

Apply the definition to v_j and insert the scalar products:

R(p) v_j = (1/4) Σ_i v_{p(i)} (v_i · v_j)

= (1/4) [4 v_{p(j)} − Σ_i v_{p(i)}]

= v_{p(j)}.

The second line writes the scalar product as 4δ_ij − 1. The last uses Σ_i v_i = 0, which holds in any order of summation. Lean works with one component `a` at a time: `hR` is the first line, `each` is the rewriting with 4δ_ij − 1, and `hs` is the vanishing sum.

```lean
/-- The identity permutation gives the unit matrix, and composing permutations
multiplies their matrices. -/
theorem R_hom : R 1 = 1 ∧ ∀ p q, R (p * q) = R p * R q := by
  refine ⟨ext_of_vertices fun i => by simp [R_mulVec], fun p q => ext_of_vertices fun i => ?_⟩
  simp only [← Matrix.mulVec_mulVec, R_mulVec, Equiv.Perm.mul_apply]
```

In `R 1 = 1` the left-hand 1 is the identity permutation and the right-hand 1 is the unit matrix. Both sides leave every v_i in place, so they agree. For products, `p * q` means "first q, then p", and

R(p) R(q) v_i = R(p) v_{q(i)} = v_{p(q(i))} = R(pq) v_i.

Lean makes the same comparison on vertices through `ext_of_vertices`.

```lean
/-- Every `R(p)` is an orthogonal matrix. -/
theorem R_mem_orthogonalGroup (p : Equiv.Perm (Fin 4)) :
    R p ∈ Matrix.orthogonalGroup (Fin 3) ℝ := by
  -- transposing the matrix inverts the permutation
  have ht : star (R p) = R p⁻¹ := by
    ext a b
    simp only [Matrix.star_apply, star_trivial, R, Matrix.smul_apply, Matrix.sum_apply,
      Matrix.vecMulVec_apply]
    congr 1
    refine (Finset.sum_congr rfl fun i _ => ?_).trans
      (Equiv.sum_comp p (fun i => vertex (p⁻¹ i) a * vertex i b))
    simp [mul_comm]
  have h : star (R p) * R p = 1 ∧ R p * star (R p) = 1 := by
    simp only [ht, ← R_hom.2, inv_mul_cancel, mul_inv_cancel, R_hom.1, and_self]
  exact h
```

For real matrices `star` is the transpose. Transposing the definition and setting k = p(i) gives

R(p)ᵀ = (1/4) Σ_i v_i v_{p(i)}ᵀ = (1/4) Σ_k v_{p⁻¹(k)} v_kᵀ = R(p⁻¹).

This is `ht`, where `Equiv.sum_comp` performs the relabelling. The product rule then yields R(p)ᵀ R(p) = R(p⁻¹p) = 1, and likewise in the other order.

```lean
/-- The homomorphism `p ↦ R(p)` from the permutations of four labels to the
orthogonal group of space. -/
def tdRep : Equiv.Perm (Fin 4) →* Matrix.orthogonalGroup (Fin 3) ℝ where
  toFun p := ⟨R p, R_mem_orthogonalGroup p⟩
  map_one' := Subtype.ext R_hom.1
  map_mul' p q := Subtype.ext (R_hom.2 p q)
```

The arrow `→*` denotes a map that preserves the identity and products. `tdRep` packages R(p) with its proof of orthogonality, and the two remaining fields are filled by the two halves of `R_hom`.

```lean
/-- The homomorphism `p ↦ R(p)` is injective, permutes the vertices by
`R(p) v_i = v_{p(i)}`, and has the whole point group Td as its image. -/
theorem tdRep_realises_Td :
    Function.Injective tdRep ∧
    (∀ p i, (tdRep p).1 *ᵥ vertex i = vertex (p i)) ∧
    Set.range tdRep = Td := by
  have hv : Function.Injective vertex := by
    intro i j h
    by_contra hne
    have h1 := vertex_inner i j
    rw [← h, vertex_inner] at h1
    norm_num [hne] at h1
  refine ⟨fun p q h => ?_, fun p i => R_mulVec p i, Set.Subset.antisymm ?_ ?_⟩
  · have hR : R p = R q := congrArg Subtype.val h
    refine Equiv.ext fun i => hv ?_
    rw [← R_mulVec, ← R_mulVec, hR]
  · rintro _ ⟨p, rfl⟩ i
    exact ⟨p i, R_mulVec p i⟩
  · intro A hA
    have hO : star A.1 * A.1 = 1 ∧ A.1 * star A.1 = 1 := A.2
    choose f hf using hA
    -- an orthogonal matrix cannot merge two vertices
    have hinj : Function.Injective f := by
      intro i j hij
      apply hv
      have h : A.1 *ᵥ vertex i = A.1 *ᵥ vertex j := by rw [hf, hf, hij]
      have h2 := congrArg (fun w => star A.1 *ᵥ w) h
      simpa only [Matrix.mulVec_mulVec, hO.1, Matrix.one_mulVec] using h2
    refine ⟨Equiv.ofBijective f (Finite.injective_iff_bijective.mp hinj), Subtype.ext ?_⟩
    refine ext_of_vertices fun i => ?_
    rw [hf]
    exact R_mulVec _ i
```

This is the main theorem, with three claims joined by `∧`: different permutations give different matrices, R(p) v_i = v_{p(i)}, and the set of all R(p) is Td.

First, `hv` shows that the vertices are distinct: if v_i = v_j with i ≠ j, their scalar product would be both 3 and −1. Now let R(p) = R(q). Acting on v_i gives v_{p(i)} = v_{q(i)}, so p(i) = q(i) for every i, and p = q.

Every R(p) lies in Td because it sends v_i to v_{p(i)}. For the converse, take A in Td and choose for each i a label f(i) with A v_i = v_{f(i)}; this is the `choose` step. If f(i) = f(j), then A v_i = A v_j. Multiplying by Aᵀ gives v_i = v_j, hence i = j. An injective map of a finite set to itself is a bijection, so f is a permutation. A and R(f) agree on all vertices and are therefore equal. Since S4 has 24 elements, so does Td.

The vertex condition in the definition of Td matters. The inversion −1 is orthogonal, but it sends v_0 to (−1, −1, −1), which is not a vertex. Orthogonality alone therefore does not make a matrix one of the R(p).

## Characters, mirrors and proper rotations

```lean
/-- The character of the representation: the trace of `R(p)` is the number of
vertices left in place, minus one. -/
theorem trace_R (p : Equiv.Perm (Fin 4)) :
    (R p).trace = ((Finset.univ.filter fun i => p i = i).card : ℝ) - 1 := by
  have hT : (R p).trace = 1 / 4 * ∑ i, vertex (p i) ⬝ᵥ vertex i := by
    simp only [R, Matrix.trace, Matrix.diag_apply, Matrix.smul_apply, Matrix.add_apply,
      Matrix.vecMulVec_apply, dotProduct, Fin.sum_univ_three, Fin.sum_univ_four, smul_eq_mul]
    ring
  have each : ∀ i, (if p i = i then (3 : ℝ) else -1)
      = 4 * (if p i = i then 1 else 0) - 1 := by
    intro i
    split_ifs <;> norm_num
  rw [hT]
  simp only [vertex_inner, each, Finset.sum_sub_distrib, ← Finset.mul_sum,
    Finset.sum_boole, Finset.sum_const, Finset.card_univ, Fintype.card_fin,
    nsmul_eq_mul, Nat.cast_ofNat]
  ring
```

The trace of an outer product a bᵀ is a · b. If p leaves n labels in place, then

tr R(p) = (1/4) Σ_i v_{p(i)} · v_i = (1/4) [3n − (4 − n)] = n − 1.

In Lean, n is the `card` of the filtered set of labels with `p i = i`; `hT` is the first equality, and the remaining steps count the terms. The values by class are:

- identity: 3
- three-cycles (rotations C3): 0
- double exchanges (rotations C2): −1
- four-cycles (rotary reflections S4, not to be confused with the group): −1
- single exchanges (mirrors σd): 1

Character tables list this row as T2, the species of the three p orbitals on the central atom when nuclei are held at the ideal tetrahedral geometry and spin is left out.

```lean
/-- Exchanging the labels `i` and `j` gives the matrix `1 - (1/4) u uᵀ`, where
`u = v_i - v_j` is the edge vector between the two vertices. -/
theorem R_swap (i j : Fin 4) :
    R (Equiv.swap i j)
      = 1 - (1 / 4 : ℝ) • vecMulVec (vertex i - vertex j) (vertex i - vertex j) := by
  refine ext_of_vertices fun k => ?_
  ext a
  have h : ((1 - (1 / 4 : ℝ) • vecMulVec (vertex i - vertex j) (vertex i - vertex j))
      *ᵥ vertex k) a = vertex k a - 1 / 4 * (vertex i a - vertex j a)
        * (vertex k ⬝ᵥ vertex i - vertex k ⬝ᵥ vertex j) := by
    rw [Matrix.sub_mulVec, Matrix.one_mulVec]
    simp only [Pi.sub_apply, Matrix.mulVec, dotProduct, Matrix.smul_apply,
      Matrix.vecMulVec_apply, Fin.sum_univ_three, smul_eq_mul]
    ring
  rw [h, R_mulVec, vertex_inner, vertex_inner, Equiv.swap_apply_def]
  split_ifs <;> subst_vars <;> ring
```

Let u = v_i − v_j be the edge vector. For any vertex v_k,

(1 − (1/4) u uᵀ) v_k = v_k − (1/4) u (v_i · v_k − v_j · v_k).

For i ≠ j, the bracket is 4 when k = i, −4 when k = j, and 0 otherwise. The results are v_i − u = v_j, v_j + u = v_i, and v_k unchanged, which is what R does for the exchange of i and j. In Lean, `h` is the displayed formula and `split_ifs` separates the cases.

Since u · u = 3 + 3 + 2 = 8, the unit vector m = u/√8 turns the matrix into 1 − 2 m mᵀ, the reflection in the plane through the centre perpendicular to the edge. The theorem also allows i = j; then u = 0 and both sides are the unit matrix.

```lean
/-- The determinant of `R(p)` is the sign of the permutation `p`. -/
theorem det_R (p : Equiv.Perm (Fin 4)) :
    (R p).det = ((Equiv.Perm.sign p : ℤ) : ℝ) := by
  have hdet : ∀ u : Fin 3 → ℝ,
      (1 - (1 / 4 : ℝ) • vecMulVec u u).det = 1 - 1 / 4 * (u ⬝ᵥ u) := by
    intro u
    simp [Matrix.det_fin_three, Matrix.vecMulVec_apply, dotProduct, Fin.sum_univ_three]
    ring
  -- each transposition contributes a factor -1
  have hswap : ∀ i j : Fin 4, i ≠ j → (R (Equiv.swap i j)).det = -1 := by
    intro i j hij
    rw [R_swap, hdet]
    norm_num [sub_dotProduct, dotProduct_sub, vertex_inner, hij, hij.symm]
  refine Equiv.Perm.swap_induction_on p ?_ ?_
  · simp [R_hom.1]
  · intro f x y hxy ih
    rw [R_hom.2, Matrix.det_mul, hswap x y hxy, ih, Equiv.Perm.sign_mul,
      Equiv.Perm.sign_swap hxy]
    simp

end

end TetrahedralGroup
```

The expression `((Equiv.Perm.sign p : ℤ) : ℝ)` is the sign ±1 read as a real number. By direct expansion, which is `hdet`,

det(1 − (1/4) u uᵀ) = 1 − (1/4) u · u.

For an exchange of two different labels this is 1 − 8/4 = −1, which is `hswap`. Every permutation is a product of such exchanges, and each one multiplies both the determinant and the sign by −1. `Equiv.Perm.swap_induction_on` carries out this argument, starting from the identity, where both are 1.

Even permutations are therefore the twelve proper rotations of Td, and odd ones are the six mirrors and six rotary reflections.

```lean
#print axioms TetrahedralGroup.ext_of_vertices
#print axioms TetrahedralGroup.tdRep_realises_Td
#print axioms TetrahedralGroup.trace_R
#print axioms TetrahedralGroup.det_R
```

```
'TetrahedralGroup.ext_of_vertices' depends on axioms: [propext, Classical.choice, Quot.sound]
'TetrahedralGroup.tdRep_realises_Td' depends on axioms: [propext, Classical.choice, Quot.sound]
'TetrahedralGroup.trace_R' depends on axioms: [propext, Classical.choice, Quot.sound]
'TetrahedralGroup.det_R' depends on axioms: [propext, Classical.choice, Quot.sound]
```
